# The kernel 1/χ_s − 1/χ of two positive finite pole sums is analytic in the upper half plane

In time-dependent density functional theory the density response depends on two positions and a frequency. Here it is modelled by a scalar function of complex frequency z, with finitely many undamped excitations:

χ(z) = Σ_j a_j / (z² − w_j²)

The w_j are real excitation frequencies and the a_j are strengths. For a ground state with ħ = 1, a_j is 2w_j times the squared modulus of a transition matrix element, so a_j > 0 says that the perturbation reaches every listed excitation. The Kohn–Sham response χ_s is another such sum, with strengths b_j and frequencies v_j. If both sums are nonempty and all strengths are positive, neither response vanishes for Im z > 0, and 1/χ_s − 1/χ is complex differentiable there.

## The responses and their kernel

```lean
import Mathlib

open ComplexConjugate

namespace CausalExchangeCorrelationKernel

noncomputable section
```

The first line loads the mathematical library Mathlib. The `open` line makes the notation `conj` available for complex conjugation.

```lean
/-- The scalar density response at complex frequency `z`: a finite sum of poles with
strengths `a j` and excitation frequencies `w j`. -/
def response {ι : Type*} [Fintype ι] (a w : ι → ℝ) (z : ℂ) : ℂ :=
  ∑ j, (a j : ℂ) / (z ^ 2 - (w j : ℂ) ^ 2)
```

`response a w z` is χ(z). The type `ι` labels the excitations, `Fintype ι` says that there are finitely many, and `a w : ι → ℝ` assigns each label a real strength and a real frequency. Only w_j² enters, so the sign of w_j is left free.

```lean
/-- The scalar kernel `1/χ_s - 1/χ`, where `χ_s` has strengths `b` and frequencies `v`,
and `χ` has strengths `a` and frequencies `w`. -/
def xcKernel {κ ι : Type*} [Fintype κ] [Fintype ι] (b v : κ → ℝ) (a w : ι → ℝ) (z : ℂ) : ℂ :=
  1 / response b v z - 1 / response a w z
```

`xcKernel` is f(z) = 1/χ_s(z) − 1/χ(z). The separate label types `κ` and `ι` allow the two systems different numbers of excitations. In this scalar model f plays the part of the Hartree-exchange-correlation kernel, which in the full theory is a difference of operator inverses in the two positions; subtracting a Hartree term that is constant in frequency does not affect differentiability.

## No zeros away from the real axis

```lean
/-- Off the real frequency axis no denominator of the response vanishes. -/
theorem denominator_ne_zero {z : ℂ} (hz : z.im ≠ 0) (w : ℝ) : z ^ 2 - (w : ℂ) ^ 2 ≠ 0 := by
  intro h
  have h' : (z - w) * (z + w) = 0 := by linear_combination h
  rcases mul_eq_zero.mp h' with h1 | h1
  · exact hz (by simpa using congrArg Complex.im h1)
  · exact hz (by simpa using congrArg Complex.im h1)
```

A `theorem` lists its variables and hypotheses in brackets after its name, and its conclusion follows the first colon outside those brackets. Here Im z ≠ 0 implies z² − w² ≠ 0. Otherwise (z − w)(z + w) = 0, so z = w or z = −w, and z would be real. `rcases` splits the proof into these two cases, and taking imaginary parts contradicts `hz` in each.

```lean
/-- For a single pole of positive strength, `z` times its contribution to the response has
negative imaginary part in the upper half plane. -/
theorem im_mul_pole_neg {z : ℂ} (hz : 0 < z.im) {a : ℝ} (ha : 0 < a) (w : ℝ) :
    (z * ((a : ℂ) / (z ^ 2 - (w : ℂ) ^ 2))).im < 0 := by
  have hn : 0 < Complex.normSq (z ^ 2 - (w : ℂ) ^ 2) :=
    Complex.normSq_pos.mpr (denominator_ne_zero hz.ne' w)
  -- the imaginary part in closed form
  have key : (z * ((a : ℂ) / (z ^ 2 - (w : ℂ) ^ 2))).im
      = -(a * z.im * (Complex.normSq z + w ^ 2)) / Complex.normSq (z ^ 2 - (w : ℂ) ^ 2) := by
    rw [← mul_div_assoc, Complex.div_im, ← sub_div]
    congr 1
    simp only [pow_two, Complex.mul_im, Complex.mul_re, Complex.sub_re, Complex.sub_im,
      Complex.ofReal_re, Complex.ofReal_im, Complex.normSq_apply]
    ring
  have hz0 : z ≠ 0 := by
    intro h
    rw [h] at hz
    simp at hz
  have hs : 0 < Complex.normSq z + w ^ 2 :=
    add_pos_of_pos_of_nonneg (Complex.normSq_pos.mpr hz0) (sq_nonneg w)
  rw [key]
  exact div_neg_of_neg_of_pos (neg_lt_zero.mpr (mul_pos (mul_pos ha hz) hs)) hn
```

This is the central estimate, for one pole with a > 0 and Im z > 0. Multiply numerator and denominator by the conjugate of z² − w², writing z̄ for the conjugate of z:

z · a/(z² − w²) = a(|z|² z̄ − w² z) / |z² − w²|²

Since Im z̄ = −Im z, the imaginary part is

−a Im z (|z|² + w²) / |z² − w²|² < 0

In Lean, `Complex.normSq z` means |z|², and `key` is this closed form. Its proof puts the imaginary part over a common denominator and compares numerators with `ring`, which verifies polynomial identities. The remaining lines supply the signs of the factors.

```lean
/-- For a nonempty sum with positive strengths, `z χ(z)` has negative imaginary part throughout the
upper half plane. -/
theorem im_mul_response_neg {ι : Type*} [Fintype ι] [Nonempty ι] {a : ι → ℝ}
    (ha : ∀ j, 0 < a j) (w : ι → ℝ) {z : ℂ} (hz : 0 < z.im) :
    (z * response a w z).im < 0 := by
  rw [response, Finset.mul_sum, Complex.im_sum]
  calc ∑ j, (z * ((a j : ℂ) / (z ^ 2 - (w j : ℂ) ^ 2))).im < ∑ _j : ι, (0 : ℝ) :=
        Finset.sum_lt_sum_of_nonempty Finset.univ_nonempty
          (fun j _ => im_mul_pole_neg hz (ha j) (w j))
    _ = 0 := by simp
```

Summing over the excitations gives Im(z χ(z)) < 0. The `calc` block compares the sum term by term with a sum of zeros. The inequality is strict because `Nonempty ι` guarantees at least one term.

```lean
/-- A response with at least one pole and all strengths positive has no zero off the real frequency
axis. -/
theorem response_ne_zero {ι : Type*} [Fintype ι] [Nonempty ι] {a : ι → ℝ}
    (ha : ∀ j, 0 < a j) (w : ι → ℝ) {z : ℂ} (hz : z.im ≠ 0) : response a w z ≠ 0 := by
  intro h
  rcases lt_or_gt_of_ne hz with hneg | hpos
  · -- the response is even in frequency, so reflect into the upper half plane
    have heven : response a w (-z) = response a w z := by simp [response]
    have hm : 0 < (-z).im := by
      rw [Complex.neg_im]
      linarith
    have h1 := im_mul_response_neg ha w hm
    rw [heven, h] at h1
    simp at h1
  · have h1 := im_mul_response_neg ha w hpos
    rw [h] at h1
    simp at h1
```

If χ(z) = 0 with Im z > 0, then z χ(z) = 0 has imaginary part zero, contradicting the previous result. If Im z < 0, use χ(−z) = χ(z): the point −z lies in the upper half plane, and the same argument applies. The two branches of `rcases` are these two half planes.

## Differentiability of the kernel

```lean
/-- The response is complex differentiable at every frequency off the real axis. -/
theorem response_differentiableAt {ι : Type*} [Fintype ι] (a w : ι → ℝ) {z : ℂ}
    (hz : z.im ≠ 0) : DifferentiableAt ℂ (response a w) z := by
  change DifferentiableAt ℂ (fun y : ℂ => ∑ j, (a j : ℂ) / (y ^ 2 - (w j : ℂ) ^ 2)) z
  apply DifferentiableAt.fun_sum
  intro j _
  have h1 : DifferentiableAt ℂ (fun y : ℂ => y ^ 2 - (w j : ℂ) ^ 2) z := by fun_prop
  exact (differentiableAt_const (a j : ℂ)).div h1 (denominator_ne_zero hz (w j))
```

Each term of χ is a constant divided by a polynomial that does not vanish at z, so the quotient rule applies, and a finite sum of differentiable functions is differentiable. Positive strengths are not needed for this step.

```lean
/-- For two responses, each with at least one pole and all strengths positive, neither vanishes in
the upper half plane, and the kernel `1/χ_s - 1/χ` is complex differentiable throughout it. -/
theorem xcKernel_causal {κ ι : Type*} [Fintype κ] [Nonempty κ] [Fintype ι] [Nonempty ι]
    {b : κ → ℝ} (hb : ∀ j, 0 < b j) (v : κ → ℝ) {a : ι → ℝ} (ha : ∀ j, 0 < a j) (w : ι → ℝ) :
    (∀ z : ℂ, 0 < z.im → response b v z ≠ 0 ∧ response a w z ≠ 0) ∧
      DifferentiableOn ℂ (xcKernel b v a w) {z : ℂ | 0 < z.im} := by
  refine ⟨fun z hz => ⟨response_ne_zero hb v hz.ne', response_ne_zero ha w hz.ne'⟩, ?_⟩
  intro z hz
  have hz' : z.im ≠ 0 := ne_of_gt hz
  -- each inverse response is differentiable because its denominator has no zero
  have h1 := (differentiableAt_const (1 : ℂ)).div (response_differentiableAt b v hz')
    (response_ne_zero hb v hz')
  have h2 := (differentiableAt_const (1 : ℂ)).div (response_differentiableAt a w hz')
    (response_ne_zero ha w hz')
  exact (h1.sub h2).differentiableWithinAt
```

This is the main theorem. The hypotheses `hb` and `ha` say that all strengths are positive. The first half of the conclusion states that χ_s(z) ≠ 0 and χ(z) ≠ 0 whenever Im z > 0. The second half states that f is complex differentiable on the set {z : Im z > 0}; since this set is open, f is analytic there.

By hand, the derivative is

f′(z) = −χ_s′(z)/χ_s(z)² + χ′(z)/χ(z)²

and both denominators are nonzero. In the proof, `h1` and `h2` give differentiability of the two inverse responses, and `h1.sub h2` subtracts them.

With the convention that a retarded response is analytic in the upper half plane, this is the analyticity that causality requires. Identifying f with a retarded kernel in time also needs control of its growth at large |z|, which the theorem does not address. For frequency-dependent kernels built from two scalar, finite, positive pole sums, the result excludes singularities at complex frequencies with Im z > 0.

```lean
/-- Reflecting the frequency in the imaginary axis conjugates the kernel. -/
theorem xcKernel_reflection {κ ι : Type*} [Fintype κ] [Fintype ι] (b v : κ → ℝ)
    (a w : ι → ℝ) (z : ℂ) : xcKernel b v a w (-conj z) = conj (xcKernel b v a w z) := by
  have h : ∀ {μ : Type _} [Fintype μ] (c u : μ → ℝ),
      response c u (-conj z) = conj (response c u z) := by
    intro μ _ c u
    simp only [response, map_sum, map_div₀, map_sub, map_pow, Complex.conj_ofReal, neg_sq]
  have h' : ∀ {μ : Type _} [Fintype μ] (c u : μ → ℝ),
      response c u (-conj z) = conj (response c u z) := by
    intro μ _ c u
    simp only [response, map_sum, map_div₀, map_sub, map_pow, Complex.conj_ofReal, neg_sq]
  simp only [xcKernel, map_sub, map_div₀, map_one]
  rw [h b v, h' a w]
```

Wherever the kernel is defined,

f(−z̄) = conj f(z)

This is the frequency-domain symmetry of a real kernel in time. It follows from (−z̄)² = conj(z²) and the reality of all strengths and frequencies. The local statements `h` and `h'` give the symmetry for χ_s and χ, and the last line combines them.

## Where zeros do occur

```lean
/-- A response with positive strengths at two distinct positive excitation frequencies vanishes at a
real frequency strictly between the two excitation frequencies. -/
theorem exists_real_zero_between {a₀ a₁ w₀ w₁ : ℝ} (ha₀ : 0 < a₀) (ha₁ : 0 < a₁)
    (hw₀ : 0 < w₀) (hw : w₀ < w₁) :
    ∃ x : ℝ, w₀ < x ∧ x < w₁ ∧ response ![a₀, a₁] ![w₀, w₁] (x : ℂ) = 0 := by
  have hA : 0 < a₀ + a₁ := add_pos ha₀ ha₁
  have hsq : w₀ ^ 2 < w₁ ^ 2 := by nlinarith
  -- the squared zero is a weighted mean of the squared excitation frequencies
  obtain ⟨s, hs⟩ : ∃ s : ℝ, s = (a₀ * w₁ ^ 2 + a₁ * w₀ ^ 2) / (a₀ + a₁) := ⟨_, rfl⟩
  have hlow : w₀ ^ 2 < s := by
    rw [hs, lt_div_iff₀ hA]
    nlinarith [mul_pos ha₀ (sub_pos.mpr hsq)]
  have hhigh : s < w₁ ^ 2 := by
    rw [hs, div_lt_iff₀ hA]
    nlinarith [mul_pos ha₁ (sub_pos.mpr hsq)]
  have hmean : (a₀ + a₁) * s = a₀ * w₁ ^ 2 + a₁ * w₀ ^ 2 := by
    rw [hs]
    exact mul_div_cancel₀ _ hA.ne'
  have hx : Real.sqrt s ^ 2 = s := Real.sq_sqrt (le_trans (sq_nonneg w₀) hlow.le)
  refine ⟨Real.sqrt s, (Real.lt_sqrt hw₀.le).mpr hlow,
    (Real.sqrt_lt' (hw₀.trans hw)).mpr hhigh, ?_⟩
  have hreal : a₀ / (Real.sqrt s ^ 2 - w₀ ^ 2) + a₁ / (Real.sqrt s ^ 2 - w₁ ^ 2) = 0 := by
    rw [hx, div_add_div _ _ (sub_pos.mpr hlow).ne' (sub_neg.mpr hhigh).ne, div_eq_zero_iff]
    left
    linear_combination hmean
  rw [response, Fin.sum_univ_two]
  change (a₀ : ℂ) / ((Real.sqrt s : ℂ) ^ 2 - (w₀ : ℂ) ^ 2)
    + (a₁ : ℂ) / ((Real.sqrt s : ℂ) ^ 2 - (w₁ : ℂ) ^ 2) = 0
  exact_mod_cast hreal
```

On the real axis the response can vanish. For two positive strengths and 0 < w₀ < w₁, set s = x² and clear denominators in χ(x) = 0:

(a₀ + a₁) s = a₀ w₁² + a₁ w₀²

Thus s is a weighted mean of w₀² and w₁², and x = √s lies strictly between w₀ and w₁. The notation `![a₀, a₁]` is a list of two values. `hlow` and `hhigh` place s between the squared frequencies, `hreal` verifies the zero in real arithmetic, and `exact_mod_cast` transfers it to the complex numbers. At such an x, 1/χ has a pole, and so does f unless the singular part of 1/χ_s cancels it.

```lean
/-- With strengths `2` and `-5` at frequencies `1` and `2`, the response vanishes at the
point `i` of the upper half plane. -/
theorem mixed_sign_zero : response ![2, -5] ![1, 2] Complex.I = 0 := by
  rw [response, Fin.sum_univ_two]
  change ((2 : ℝ) : ℂ) / (Complex.I ^ 2 - ((1 : ℝ) : ℂ) ^ 2)
    + ((-5 : ℝ) : ℂ) / (Complex.I ^ 2 - ((2 : ℝ) : ℂ) ^ 2) = 0
  rw [Complex.I_sq]
  push_cast
  norm_num

end

end CausalExchangeCorrelationKernel
```

Without positivity of the strengths, a zero can move into the upper half plane. Take strengths 2 and −5 at frequencies 1 and 2. At z = i we have z² = −1, so

χ(i) = 2/(−1 − 1) − 5/(−1 − 4) = −1 + 1 = 0

The proof substitutes i² = −1 and evaluates the fractions with `norm_num`. Since χ′(i) = −0.6i ≠ 0, the zero is simple and 1/χ has a pole at i. Paired with a χ_s of positive strengths, this χ gives a kernel that is not analytic in the upper half plane. Negative strengths arise physically when the reference state is excited and can make downward transitions. The strengths in this example add up to −3, whereas for the complete density response of nonrelativistic electrons in continuous space with local potentials the f-sum rule makes the total positive. Reversing both signs gives a positive total and keeps the zero at i.

```lean
#print axioms CausalExchangeCorrelationKernel.xcKernel_causal
#print axioms CausalExchangeCorrelationKernel.xcKernel_reflection
#print axioms CausalExchangeCorrelationKernel.exists_real_zero_between
#print axioms CausalExchangeCorrelationKernel.mixed_sign_zero
```

```
'CausalExchangeCorrelationKernel.xcKernel_causal' depends on axioms: [propext, Classical.choice, Quot.sound]
'CausalExchangeCorrelationKernel.xcKernel_reflection' depends on axioms: [propext, Classical.choice, Quot.sound]
'CausalExchangeCorrelationKernel.exists_real_zero_between' depends on axioms: [propext, Classical.choice, Quot.sound]
'CausalExchangeCorrelationKernel.mixed_sign_zero' depends on axioms: [propext, Classical.choice, Quot.sound]
```
